# Two real, normalized, linearly independent orbitals can be detuned to a level crossing exactly when their coupling equals the overlap times the mean on-site energy

A code that looks for level crossings in a nonorthogonal basis by waiting for the off-diagonal Hamiltonian element to vanish can report crossings that do not exist and miss ones that do. Take two normalized orbitals with overlap 0.2, both with on-site energy −10 eV. If the Hamiltonian element between them is zero, the test announces a degeneracy, but the levels are about 4.17 eV apart. If that element is −2 eV, the test announces an avoided crossing, but the levels coincide. The quantity that has to vanish contains the overlap and the on-site energy as well as the coupling.

## The gap and its minimum over the detuning

Let two real, normalized orbitals have overlap $s$ with $|s|<1$, mean on-site energy $a$, detuning $x$ (half the difference of the on-site energies) and coupling $b$. The matrices are

$$
H=\begin{pmatrix} a+x & b\\ b & a-x\end{pmatrix},\qquad
S=\begin{pmatrix} 1 & s\\ s & 1\end{pmatrix},
$$

and the levels are the energies $E$ for which $Hv=ESv$ has a nonzero solution $v$. Their separation is

$$
\Delta(x)=\frac{2\sqrt{(b-as)^2+(1-s^2)x^2}}{1-s^2}.
$$

With $a$, $b$ and $s$ held fixed, the smallest gap over all real $x$ is

$$
\Delta_{\min}=\frac{2|b-as|}{1-s^2},
$$

and it is reached at $x=0$. The levels therefore cross at some detuning exactly when $b=as$. For $b=0$ with $a$ and $s$ both nonzero, the gap stays open at every detuning.

## Generalized eigenproblems that contain this two-state block

Many codes with atom-centred basis functions solve $Hv=ESv$ with a genuine overlap matrix. Ultrasoft pseudopotential and PAW codes also have an overlap operator, and a pair of trial states that are normalized but not orthogonal with respect to it gives a $2\times2$ block of the form above when the matrix elements are real. For such an isolated real two-state block, the formula tells a band-tracking or near-degeneracy routine which combination measures the avoided crossing: $b-as$, the off-diagonal element of $H-aS$.

This is the same pattern as in perturbation theory with overlap, where a change of the overlap enters multiplied by an energy. The formula also supplies a reference value for a generalized eigensolver, with a known answer for every admissible choice of the four parameters.

## From the secular equation to the two levels

A nonzero $v$ with $(H-ES)v=0$ exists exactly when the determinant of

$$
H-ES=\begin{pmatrix} a+x-E & b-sE\\ b-sE & a-x-E\end{pmatrix}
$$

is zero. This is the secular equation

$$
(a+x-E)(a-x-E)-(b-sE)^2=0.
$$

Expanding and collecting powers of $E$ gives

$$
(1-s^2)E^2-2(a-bs)E+a^2-b^2-x^2=0.
$$

Write $d=1-s^2$, which is positive because $|s|<1$. Multiplying by $d$ and completing the square in $dE$ gives

$$
\bigl(dE-(a-bs)\bigr)^2=(a-bs)^2-d(a^2-b^2)+dx^2.
$$

The terms without $x$ on the right simplify:

$$
\begin{aligned}
(a-bs)^2-(1-s^2)(a^2-b^2)
&=a^2-2abs+b^2s^2-a^2+b^2+a^2s^2-b^2s^2\\
&=(b-as)^2.
\end{aligned}
$$

Set $r=\sqrt{(b-as)^2+dx^2}$. The radicand is a sum of nonnegative terms, so $r$ is real, and the levels are

$$
E_\pm=\frac{a-bs\pm r}{d}.
$$

Subtracting them gives $\Delta(x)=2r/d$. Since $dx^2\ge0$, we have $r\ge|b-as|$, with equality at $x=0$, which is the stated minimum.

If the gap vanishes at some $x$, the minimum must vanish too, so $b=as$. Conversely, if $b=as$, the gap is zero at $x=0$. In that case $r=\sqrt d\,|x|$, and the gap opens linearly:

$$
\Delta(x)=\frac{2|x|}{\sqrt{1-s^2}}.
$$

The crossing is a twofold degeneracy. Every vector solves $Hv=ESv$ at one common $E$ exactly when $H=ES$. Comparing entries gives $a+x=E$, $a-x=E$ and $b=sE$, that is, $x=0$, $E=a$ and $b=as$.

One wrong turn leads straight back to the criterion $b=0$. To simplify the algebra, one may want to move the zero of energy to $a$ by subtracting $a$ from the diagonal of $H$. For $a\ne0$ that is correct only for $S=1$. In a basis with overlap, a shift of all energies by $-a$ replaces $H$ by $H-aS$, which also changes the off-diagonal element from $b$ to $b-as$. Subtracting $a$ times the unit matrix leaves $b$ in place and yields a gap formula with $b^2$ where $(b-as)^2$ belongs.

## The Lean file for the two-orbital gap

```lean
import Mathlib

open Matrix

namespace OverlapLevelCrossing

noncomputable section

/-- The two-orbital Hamiltonian with mean on-site energy `a`, detuning `x` and coupling `b`. -/
def hamiltonian (a b x : ℝ) : Matrix (Fin 2) (Fin 2) ℝ := !![a + x, b; b, a - x]

/-- The overlap matrix of two normalized real orbitals with overlap `s`. -/
def overlap (s : ℝ) : Matrix (Fin 2) (Fin 2) ℝ := !![1, s; s, 1]

/-- The energy levels: all real `E` for which `H v = E S v` has a nonzero solution `v`. -/
def levels (a b s x : ℝ) : Set ℝ :=
  {E | ∃ v : Fin 2 → ℝ, v ≠ 0 ∧ hamiltonian a b x *ᵥ v = E • (overlap s *ᵥ v)}

/-- The gap between the highest and the lowest level, used for `|s| < 1`. -/
def gap (a b s x : ℝ) : ℝ := sSup (levels a b s x) - sInf (levels a b s x)

/-- For `|s| < 1` the determinant `1 - s²` of the overlap matrix is positive. -/
theorem overlap_det_pos {s : ℝ} (hs : |s| < 1) : 0 < 1 - s ^ 2 := by
  obtain ⟨h1, h2⟩ := abs_lt.1 hs
  nlinarith

/-- An energy is a level exactly when it solves the secular equation, in which the overlap
shifts the coupling to `b - s E`. -/
theorem mem_levels_iff {a b s x E : ℝ} :
    E ∈ levels a b s x ↔ (a + x - E) * (a - x - E) - (b - s * E) ^ 2 = 0 := by
  have hdet : (hamiltonian a b x - E • overlap s).det
      = (a + x - E) * (a - x - E) - (b - s * E) ^ 2 := by
    simp [hamiltonian, overlap, Matrix.det_fin_two]
    ring
  rw [← hdet, ← Matrix.exists_mulVec_eq_zero_iff]
  simp only [levels, Set.mem_ofPred_eq, Matrix.sub_mulVec, Matrix.smul_mulVec, sub_eq_zero]

/-- For `|s| < 1` the levels are `(a - b s ± √((b - a s)² + (1 - s²) x²)) / (1 - s²)`. -/
theorem levels_eq {a b s x : ℝ} (hs : |s| < 1) :
    levels a b s x =
      {(a - b * s - √((b - a * s) ^ 2 + (1 - s ^ 2) * x ^ 2)) / (1 - s ^ 2),
       (a - b * s + √((b - a * s) ^ 2 + (1 - s ^ 2) * x ^ 2)) / (1 - s ^ 2)} := by
  have hd := overlap_det_pos hs
  have hr := Real.sq_sqrt (add_nonneg (sq_nonneg (b - a * s))
    (mul_nonneg hd.le (sq_nonneg x)))
  generalize √((b - a * s) ^ 2 + (1 - s ^ 2) * x ^ 2) = r at hr ⊢
  ext E
  rw [mem_levels_iff, Set.mem_insert_iff, Set.mem_singleton_iff,
    eq_div_iff hd.ne', eq_div_iff hd.ne']
  constructor
  · intro h
    -- the secular polynomial, times `1 - s²`, factorizes
    have hf : (E * (1 - s ^ 2) - (a - b * s - r)) *
        (E * (1 - s ^ 2) - (a - b * s + r)) = 0 := by
      linear_combination (1 - s ^ 2) * h - hr
    rcases mul_eq_zero.1 hf with h | h
    · left; linarith
    · right; linarith
  · intro h
    have hf : (1 - s ^ 2) * ((a + x - E) * (a - x - E) - (b - s * E) ^ 2) = 0 := by
      rcases h with h | h
      · linear_combination (E * (1 - s ^ 2) - (a - b * s + r)) * h + hr
      · linear_combination (E * (1 - s ^ 2) - (a - b * s - r)) * h + hr
    exact (mul_eq_zero.1 hf).resolve_left hd.ne'

/-- For `|s| < 1` the gap is `2 √((b - a s)² + (1 - s²) x²) / (1 - s²)`. -/
theorem gap_eq {a b s x : ℝ} (hs : |s| < 1) :
    gap a b s x = 2 * √((b - a * s) ^ 2 + (1 - s ^ 2) * x ^ 2) / (1 - s ^ 2) := by
  have hd := overlap_det_pos hs
  have hr := Real.sqrt_nonneg ((b - a * s) ^ 2 + (1 - s ^ 2) * x ^ 2)
  unfold gap
  rw [levels_eq hs]
  generalize √((b - a * s) ^ 2 + (1 - s ^ 2) * x ^ 2) = r at hr ⊢
  have h : a - b * s - r ≤ a - b * s + r := by linarith
  have hle := div_le_div_of_nonneg_right h hd.le
  rw [csSup_pair, csInf_pair, sup_eq_right.2 hle, inf_eq_left.2 hle]
  ring

/-- For `|s| < 1` the smallest gap met as the detuning varies is `2 |b - a s| / (1 - s²)`. -/
theorem gap_isLeast {a b s : ℝ} (hs : |s| < 1) :
    IsLeast (Set.range (gap a b s)) (2 * |b - a * s| / (1 - s ^ 2)) := by
  have hd := overlap_det_pos hs
  constructor
  · -- the minimum is attained at zero detuning
    refine ⟨0, ?_⟩
    have h0 : (b - a * s) ^ 2 + (1 - s ^ 2) * 0 ^ 2 = (b - a * s) ^ 2 := by ring
    rw [gap_eq hs, h0, Real.sqrt_sq_eq_abs]
  · rintro _ ⟨x, rfl⟩
    rw [gap_eq hs]
    have h : |b - a * s| ≤ √((b - a * s) ^ 2 + (1 - s ^ 2) * x ^ 2) :=
      Real.abs_le_sqrt (by linarith [mul_nonneg hd.le (sq_nonneg x)])
    exact div_le_div_of_nonneg_right (by linarith) hd.le

/-- For `|s| < 1` the levels cross at some detuning exactly when `b = a s`. -/
theorem crossing_iff {a b s : ℝ} (hs : |s| < 1) :
    (∃ x, gap a b s x = 0) ↔ b = a * s := by
  have hd := overlap_det_pos hs
  constructor
  · rintro ⟨x, hx⟩
    -- a closed gap forces the minimal gap to vanish
    have hmin := (gap_isLeast (a := a) (b := b) hs).2 ⟨x, rfl⟩
    rw [hx, div_le_iff₀ hd, zero_mul] at hmin
    have h0 : |b - a * s| = 0 := le_antisymm (by linarith) (abs_nonneg _)
    linarith [abs_eq_zero.1 h0]
  · rintro rfl
    exact ⟨0, by rw [gap_eq hs]; simp⟩

/-- Every vector solves `H v = E S v` at one and the same energy `E` exactly when the detuning
vanishes, `b = a s` and `E = a`. -/
theorem degenerate_iff {a b s x E : ℝ} :
    (∀ v : Fin 2 → ℝ, hamiltonian a b x *ᵥ v = E • (overlap s *ᵥ v)) ↔
      x = 0 ∧ b = a * s ∧ E = a := by
  constructor
  · intro h
    -- test on the two basis orbitals
    have h1 := congrFun (h ![1, 0]) 0
    have h2 := congrFun (h ![1, 0]) 1
    have h3 := congrFun (h ![0, 1]) 1
    simp [hamiltonian, overlap, Matrix.mulVec, dotProduct, Fin.sum_univ_succ] at h1 h2 h3
    have hE : E = a := by linarith
    exact ⟨by linarith, by linear_combination h2 + s * hE, hE⟩
  · rintro ⟨rfl, rfl, rfl⟩ v
    ext i
    fin_cases i <;>
      simp [hamiltonian, overlap, Matrix.mulVec, dotProduct, Fin.sum_univ_succ] <;> ring

/-- With zero coupling `b = 0` but nonzero `a` and nonzero overlap, `|s| < 1`, the gap stays
open at every detuning. -/
theorem gap_pos_of_zero_coupling {a s : ℝ} (hs : |s| < 1) (ha : a ≠ 0) (h0 : s ≠ 0) (x : ℝ) :
    0 < gap a 0 s x := by
  have hmin := (gap_isLeast (a := a) (b := 0) hs).2 ⟨x, rfl⟩
  have hpos : 0 < |0 - a * s| := abs_pos.2 (by simp [ha, h0])
  exact lt_of_lt_of_le (div_pos (by linarith) (overlap_det_pos hs)) hmin

/-- When `b = a s` and `|s| < 1`, the gap is linear in the size of the detuning, with
slope `2 / √(1 - s²)`. -/
theorem gap_at_crossing {a s x : ℝ} (hs : |s| < 1) :
    gap a (a * s) s x = 2 * |x| / √(1 - s ^ 2) := by
  have hd := overlap_det_pos hs
  have hq := Real.sqrt_pos.2 hd
  have h : (a * s - a * s) ^ 2 + (1 - s ^ 2) * x ^ 2 = (1 - s ^ 2) * x ^ 2 := by ring
  rw [gap_eq hs, h, Real.sqrt_mul hd.le, Real.sqrt_sq_eq_abs,
    div_eq_div_iff hd.ne' hq.ne']
  linear_combination 2 * |x| * Real.mul_self_sqrt hd.le

end

end OverlapLevelCrossing
```

```lean
#print axioms OverlapLevelCrossing.mem_levels_iff
#print axioms OverlapLevelCrossing.crossing_iff
#print axioms OverlapLevelCrossing.gap_pos_of_zero_coupling
#print axioms OverlapLevelCrossing.gap_at_crossing
```

```
'OverlapLevelCrossing.mem_levels_iff' depends on axioms: [propext, Classical.choice, Quot.sound]
'OverlapLevelCrossing.crossing_iff' depends on axioms: [propext, Classical.choice, Quot.sound]
'OverlapLevelCrossing.gap_pos_of_zero_coupling' depends on axioms: [propext, Classical.choice, Quot.sound]
'OverlapLevelCrossing.gap_at_crossing' depends on axioms: [propext, Classical.choice, Quot.sound]
```

## What is established for two real orbitals, and where it stops

### The physical objects in the definitions

`hamiltonian a b x` and `overlap s` are the matrices $H$ and $S$ above. The ones on the diagonal of `overlap` fix the convention that both orbitals are normalized. A vector `v : Fin 2 → ℝ` holds the two real orbital coefficients, with indices 0 and 1, and `*ᵥ` is the matrix-vector product.

`levels a b s x` is the set of all real energies for which a nonzero coefficient vector solves the generalized problem. `gap` is the supremum of that set minus its infimum. Neither definition contains the square-root formula, which is derived in `gap_eq`.

The hypothesis `|s| < 1` says that the two normalized orbitals are linearly independent, so that $S$ is positive definite. Weakening it to $|s|\le1$ would make the crossing criterion false. For $s=1$, $a=x=0$ and $b=1$, the only level is $E=1/2$, so the gap as defined is zero although $b\ne as$. This is a counterexample for the matrices, not for physical orbitals: two normalized orbitals with $s=1$ are the same function, and all four entries of $H$ would then be equal.

### The statements in words

- `mem_levels_iff` says that $E$ is a level exactly when it satisfies the secular equation. It holds for every real $s$.
- `levels_eq` gives the set of levels for $|s|<1$ as the pair $E_-,E_+$. At a crossing the two entries are equal and the set has one element.
- `gap_eq` is the formula for $\Delta(x)$.
- `gap_isLeast` says that $2|b-as|/(1-s^2)$ is the least element of the set of all gaps obtained by varying $x$. It is thus a lower bound and is also attained.
- `crossing_iff` says that a detuning with zero gap exists exactly when $b=as$.
- `degenerate_iff` characterizes the case in which every vector is a solution at the same energy, again for every real $s$.
- `gap_pos_of_zero_coupling` and `gap_at_crossing` treat the two special cases $b=0$ and $b=as$.

### The steps of the proof

`overlap_det_pos` supplies $1-s^2>0$, which is needed wherever the derivation divides by $d$ or multiplies an inequality by it.

In `mem_levels_iff`, the determinant of $H-ES$ is computed as `hdet`. The Mathlib lemma `Matrix.exists_mulVec_eq_zero_iff` then turns a vanishing determinant into the existence of a nonzero vector in the kernel.

`levels_eq` completes the square in factored form. After the square root has been replaced by a letter `r` whose square is known, the statement `hf` in the first direction says that

$$
\bigl(dE-(a-bs-r)\bigr)\bigl(dE-(a-bs+r)\bigr)=0.
$$

The tactic `linear_combination` verifies that this product is $d$ times the secular polynomial, up to the known value of $r^2$. One of the factors must vanish, which gives one of the two levels. In the other direction, each candidate energy is shown to make $d$ times the secular polynomial zero, and $d\neq0$ removes the prefactor.

In `gap_eq`, $r\ge0$ decides which level is the higher one, so the supremum and infimum of the pair can be read off and subtracted. `gap_isLeast` has two parts, as in the derivation: it evaluates the gap at $x=0$, and it bounds the square root from below by $|b-as|$ with `Real.abs_le_sqrt`. `crossing_iff` uses this lower bound to force $|b-as|=0$ from a closed gap, and takes $x=0$ for the converse.

`degenerate_iff` does not use the gap. It inserts the basis vectors $(1,0)$ and $(0,1)$ and reads off the three entry equations. The converse is a direct check of both components. `gap_pos_of_zero_coupling` applies the minimum with $b=0$, and `gap_at_crossing` simplifies the square root when $b=as$.

### Limits for a production code

The theorems concern real matrices and real coefficient vectors. Bloch states at a general wave vector can have complex $b$ and $s$, and a criterion for them would have to account for their phases. A third orbital that mixes with the pair also changes the levels, so the formula applies to a larger calculation only as far as the two-state block can be treated as isolated.

The minimum is taken over $x$ alone. When atoms move, $a$, $b$ and $s$ usually change together with the detuning. The gap formula still holds at each geometry of the two-orbital model, but the smallest gap along the path need not lie at $x=0$.

The statements are about real numbers, not floating-point ones. As $|s|$ approaches 1, the denominator $1-s^2$ becomes small and rounding errors in $b-as$ are amplified, so a numerical crossing test needs a tolerance that takes this factor into account.
